# Relative to the unperturbed ground level and in units of the level spacing, the ground energy of a harmonic oscillator truncated to m+1 levels in a weak static field, with coupling g(a + aᵀ), exceeds −g² by g^(2(m+1))/m! at leading order

## Reading response coefficients from a fit

One form of finite-field calculation computes the ground energy at several small fields and fits it to powers of the field. Truncating the basis can change the fitted coefficients, so it is useful to know at which power the truncation enters. For a single harmonic oscillator with linear coupling, the answer is explicit.

Take the level spacing as the energy unit and put the unperturbed ground level at zero. Let a be the lowering matrix on levels 0, …, m, with elements a(n−1,n) = √n. Let g be the static field times the dipole matrix element between levels 0 and 1, up to sign and in the same energy unit; for short it is called the field. The Hamiltonian is

H = diag(0, 1, …, m) + g(a + aᵀ).

Without truncation, completing the square gives the ground energy −g², attained by a coherent state. Writing the energy as −αg²/2 − γg⁴/24 + …, this means polarizability α = 2 and hyperpolarizability γ = 0. Two levels reproduce α but give γ = −24; three levels remove that error and first fail at g⁶.

## The limit and its Lean form

Let E be the lowest eigenvalue of H. As nonzero g tends to 0,

(E + g²)/g^(2(m+1)) → 1/m!.

This is `truncation_error`, for every natural number m; `two_and_three_levels` gives the limits 1 and 1/2 for m = 1 and m = 2. In Lean, `hamiltonian N g` is the real N×N matrix H, so N = m+1, and indices start at 0. The set `levels` contains the real eigenvalues, and `groundEnergy` is its infimum, shown to be the least eigenvalue for symmetric matrices of nonzero size. The filter `𝓝[≠] 0` lets g approach zero from both sides while excluding zero itself.

The two limit theorems concern finite matrices with this particular coupling and do not say how close the ratio is to its limit at a fixed field. The bounds used in the proof give only the crude estimate 0 ≤ E + g² ≤ g² there. The coherent-state comparison above is a separate argument about the infinite oscillator.

## Derivation from a determinant

The truncated matrices still satisfy aᵀa = diag(0, 1, …, m). Hence

H + g² = (a + g)ᵀ(a + g).

For an eigenvector v with eigenvalue E,

(E + g²)‖v‖² = ‖(a + g)v‖² ≥ 0,

so E ≥ −g². The lowest eigenvalue is also at most the diagonal element H₀₀ = 0. Thus −g² ≤ E ≤ 0, and E → 0.

Now define P(x) = det(x + H + g²). Since a + g is upper triangular with diagonal entries g,

P(0) = (g^(m+1))² = g^(2(m+1)).

Separate the constant term: P(x) = xQ(x) + P(0). At x = −(E + g²) the determinant vanishes, so

g^(2(m+1)) = (E + g²) q(g,E), where q(g,E) = Q(−(E + g²)).

The coefficients of Q are polynomials in g, so q is continuous. At g = 0,

P(x) = x(x + 1)⋯(x + m),

which gives q(0,0) = m!. Therefore q(g,E) → m!. For g ≠ 0 the left side is nonzero, so q is nonzero too, and

(E + g²)/g^(2(m+1)) = 1/q(g,E) → 1/m!.

## One level, and two levels at g = 0.1

With one level, m = 0 and E = 0, so the ratio is exactly 1 and the polarizability is missed entirely.

With two levels, E² − E − g² = 0. At g = 0.1,

E = (1 − √1.04)/2 ≈ −0.009902,

E + g² = E² ≈ 0.00009805.

Dividing by g⁴ = 0.0001 gives about 0.9805, already near the limit 1.

## The Lean file

```lean
import Mathlib

open Matrix Filter Topology
open Polynomial (X C evalRingHom eval₂)

namespace TruncatedOscillator

noncomputable section

/-- The real eigenvalues of a real square matrix. -/
def levels {n : Type*} [Fintype n] (A : Matrix n n ℝ) : Set ℝ :=
  {E | ∃ v : n → ℝ, v ≠ 0 ∧ A *ᵥ v = E • v}

/-- The infimum of the real eigenvalues of a matrix. -/
def groundEnergy {n : Type*} [Fintype n] (A : Matrix n n ℝ) : ℝ := sInf (levels A)

/-- The lowering operator on the first `N` oscillator levels, with elements `√n`. -/
def lowering (N : ℕ) : Matrix (Fin N) (Fin N) ℝ :=
  Matrix.of fun i j => if (j : ℕ) = (i : ℕ) + 1 then √((j : ℕ) : ℝ) else 0

/-- The oscillator `diag(0, 1, 2, …)` in a field `g`, truncated to `N` levels. -/
def hamiltonian (N : ℕ) (g : ℝ) : Matrix (Fin N) (Fin N) ℝ :=
  diagonal (fun i : Fin N => ((i : ℕ) : ℝ)) + g • (lowering N + (lowering N)ᵀ)

/-- For a real symmetric matrix of nonzero size the ground energy is the least eigenvalue,
and it lies at or below every diagonal element. -/
theorem groundEnergy_spec {n : Type*} [Fintype n] [DecidableEq n] [Nonempty n]
    {A : Matrix n n ℝ} (hA : A.IsHermitian) :
    IsLeast (levels A) (groundEnergy A) ∧ ∀ i, groundEnergy A ≤ A i i := by
  have mem : ∀ {B : Matrix n n ℝ} (hB : B.IsHermitian) (i : n),
      hB.eigenvalues i ∈ levels B := by
    intro B hB i
    refine ⟨(hB.eigenvectorBasis i).ofLp, fun h0 => ?_, hB.mulVec_eigenvectorBasis i⟩
    apply hB.eigenvectorBasis.orthonormal.ne_zero i
    ext k
    exact congrFun h0 k
  have hfin : (levels A).Finite := by
    refine (Module.End.finite_hasEigenvalue (Matrix.toLin' A)).subset ?_
    rintro E ⟨v, hv, h⟩
    exact Module.End.hasEigenvalue_of_hasEigenvector (x := v)
      ⟨Module.End.mem_eigenspace_iff.mpr (by rw [Matrix.toLin'_apply, h]), hv⟩
  have hl : IsLeast (levels A) (groundEnergy A) :=
    ⟨Set.Nonempty.csInf_mem ⟨_, mem hA (Classical.arbitrary n)⟩ hfin,
      fun _ h => csInf_le hfin.bddBelow h⟩
  refine ⟨hl, fun i => ?_⟩
  -- subtracting the ground energy leaves a positive semidefinite matrix
  have hB : (A - groundEnergy A • (1 : Matrix n n ℝ)).IsHermitian := by
    rw [Matrix.IsHermitian, Matrix.conjTranspose_sub, hA.eq]
    simp
  have hp := hB.posSemidef_iff_eigenvalues_nonneg.mpr (fun j => by
    obtain ⟨v, hv, h⟩ := mem hB j
    rw [Matrix.sub_mulVec, Matrix.smul_mulVec, Matrix.one_mulVec, sub_eq_iff_eq_add,
      ← add_smul] at h
    have := hl.2 ⟨v, hv, h⟩
    simp only [Pi.zero_apply]
    linarith)
  have hd := hp.diag_nonneg (i := i)
  simp only [Matrix.sub_apply, Matrix.smul_apply, Matrix.one_apply_eq, smul_eq_mul,
    mul_one] at hd
  linarith

/-- Completing the square: the truncated Hamiltonian plus `g²` is `(a + g)ᵀ(a + g)`, with `a`
the truncated lowering operator. -/
theorem complete_square (N : ℕ) (g : ℝ) :
    hamiltonian N g + g ^ 2 • (1 : Matrix (Fin N) (Fin N) ℝ)
      = (lowering N + g • 1)ᵀ * (lowering N + g • 1) := by
  have hnum : (lowering N)ᵀ * lowering N = diagonal (fun i : Fin N => ((i : ℕ) : ℝ)) := by
    ext ⟨i, hi⟩ j
    rw [Matrix.mul_apply]
    cases i with
    | zero =>
      rw [Finset.sum_eq_zero]
      · simp [Matrix.diagonal_apply]
      · intro k _
        simp [lowering]
    | succ k =>
      rw [Finset.sum_eq_single ⟨k, by omega⟩]
      · by_cases hj : (j : ℕ) = k + 1
        · have hj' : j = ⟨k + 1, hi⟩ := Fin.ext hj
          subst hj'
          have hs : √((k : ℝ) + 1) * √((k : ℝ) + 1) = k + 1 :=
            Real.mul_self_sqrt (by positivity)
          simp [lowering, hs]
        · have hj' : (⟨k + 1, hi⟩ : Fin N) ≠ j := fun e => hj (by rw [← e])
          simp [lowering, hj, Matrix.diagonal_apply_ne _ hj']
      · intro b _ hb
        have : k ≠ (b : ℕ) := fun e => hb (Fin.ext e.symm)
        simp [lowering, this]
      · simp
  rw [hamiltonian, ← hnum]
  simp only [Matrix.transpose_add, Matrix.transpose_smul, Matrix.transpose_one, add_mul,
    mul_add, smul_mul_assoc, mul_smul_comm, one_mul, mul_one]
  module

/-- Every eigenvalue of the truncated oscillator is at least `-g²`. -/
theorem neg_sq_le_level {N : ℕ} {g E : ℝ} (hE : E ∈ levels (hamiltonian N g)) :
    -g ^ 2 ≤ E := by
  obtain ⟨v, hv, h⟩ := hE
  have h1 : v ⬝ᵥ ((hamiltonian N g + g ^ 2 • (1 : Matrix (Fin N) (Fin N) ℝ)) *ᵥ v)
      = ((lowering N + g • 1) *ᵥ v) ⬝ᵥ ((lowering N + g • 1) *ᵥ v) := by
    rw [complete_square, ← Matrix.mulVec_mulVec, Matrix.dotProduct_mulVec,
      Matrix.vecMul_transpose]
  rw [Matrix.add_mulVec, h, Matrix.smul_mulVec, Matrix.one_mulVec, ← add_smul,
    dotProduct_smul, smul_eq_mul] at h1
  have h2 : ∀ w : Fin N → ℝ, 0 ≤ w ⬝ᵥ w :=
    fun w => Finset.sum_nonneg fun i _ => mul_self_nonneg (w i)
  have h3 : 0 < v ⬝ᵥ v :=
    lt_of_le_of_ne (h2 v) (Ne.symm (fun e => hv (dotProduct_self_eq_zero.mp e)))
  by_contra hc
  have := mul_neg_of_neg_of_pos (by linarith : E + g ^ 2 < 0) h3
  linarith [h2 ((lowering N + g • 1) *ᵥ v)]

/-- For `m + 1` levels there is a continuous function `q` of field and energy, equal to `m!` at
the origin, such that every eigenvalue `E` obeys `g^(2(m+1)) = (E + g²) q(g, E)`. -/
theorem secular_equation (m : ℕ) : ∃ q : ℝ × ℝ → ℝ, Continuous q ∧
    q (0, 0) = (m.factorial : ℝ) ∧ ∀ g, ∀ E ∈ levels (hamiltonian (m + 1) g),
      g ^ (2 * (m + 1)) = (E + g ^ 2) * q (g, E) := by
  -- the matrix is polynomial in the field, hence so is its characteristic polynomial
  obtain ⟨A, hA⟩ : ∃ A : Matrix (Fin (m + 1)) (Fin (m + 1)) (Polynomial ℝ), ∀ g : ℝ,
      A.map (evalRingHom g) = -(hamiltonian (m + 1) g + g ^ 2 • 1) :=
    ⟨Matrix.of fun i j => -(C (diagonal (fun k : Fin (m + 1) => ((k : ℕ) : ℝ)) i j)
      + X * C ((lowering (m + 1) + (lowering (m + 1))ᵀ) i j)
      + X ^ 2 * C ((1 : Matrix (Fin (m + 1)) (Fin (m + 1)) ℝ) i j)),
      fun g => by
        ext i j
        simp [hamiltonian]
        ring⟩
  refine ⟨fun p => eval₂ (evalRingHom p.1) (-(p.2 + p.1 ^ 2)) A.charpoly.divX, ?_, ?_, ?_⟩
  · simp only [Polynomial.eval₂_eq_sum_range, Polynomial.coe_evalRingHom]
    exact continuous_finsetSum _ fun i _ => ((Polynomial.continuous _).comp
      continuous_fst).mul ((continuous_snd.add (continuous_fst.pow 2)).neg.pow i)
  · -- without field the levels are 0, 1, …, m
    have hd : -(hamiltonian (m + 1) 0 + (0 : ℝ) ^ 2 • 1)
        = diagonal (fun i : Fin (m + 1) => -((i : ℕ) : ℝ)) := by
      ext i j
      by_cases h : i = j <;> simp [hamiltonian, h]
    have hc : (diagonal (fun i : Fin (m + 1) => -((i : ℕ) : ℝ))).charpoly
        = X * ∏ i : Fin m, (X + C (((i : ℕ) : ℝ) + 1)) := by
      rw [Matrix.charpoly_of_isUpperTriangular _ (Matrix.blockTriangular_diagonal _),
        Fin.prod_univ_succ]
      simp only [Matrix.diagonal_apply_eq, Fin.val_zero, Fin.val_succ, Nat.cast_zero,
        Nat.cast_add, Nat.cast_one, neg_zero, map_zero, sub_zero, map_neg, sub_neg_eq_add]
    change eval₂ (evalRingHom 0) (-(0 + 0 ^ 2)) A.charpoly.divX = _
    rw [show (-(0 + 0 ^ 2) : ℝ) = 0 by norm_num, ← Polynomial.eval_map,
      ← Polynomial.coeff_zero_eq_eval_zero, Polynomial.coeff_map, Polynomial.coeff_divX,
      ← Polynomial.coeff_map, ← Matrix.charpoly_map, hA, hd, hc, Polynomial.coeff_X_mul,
      Polynomial.coeff_zero_eq_eval_zero, Polynomial.eval_prod]
    simp only [Polynomial.eval_add, Polynomial.eval_X, Polynomial.eval_C, zero_add]
    rw [Fin.prod_univ_eq_prod_range (fun k : ℕ => (k : ℝ) + 1) m,
      ← Finset.prod_range_add_one_eq_factorial]
    push_cast
    rfl
  · rintro g E ⟨v, hv, h⟩
    have key : ∀ x : ℝ, (Matrix.scalar (Fin (m + 1)) x
        - -(hamiltonian (m + 1) g + g ^ 2 • 1)).det
        = eval₂ (evalRingHom g) x A.charpoly.divX * x + evalRingHom g (A.charpoly.coeff 0) := by
      intro x
      have e := congrArg (eval₂ (evalRingHom g) x) (Polynomial.divX_mul_X_add A.charpoly)
      rw [Polynomial.eval₂_add, Polynomial.eval₂_mul, Polynomial.eval₂_X,
        Polynomial.eval₂_C] at e
      rw [e, ← Matrix.eval_charpoly, ← hA, Matrix.charpoly_map, Polynomial.eval_map]
    have k1 := key (-(E + g ^ 2))
    have k0 := key 0
    rw [Matrix.exists_mulVec_eq_zero_iff.mp ⟨v, hv, by
      rw [sub_neg_eq_add, Matrix.scalar_apply, ← Matrix.smul_one_eq_diagonal,
        Matrix.add_mulVec, Matrix.add_mulVec, Matrix.smul_mulVec, Matrix.smul_mulVec,
        Matrix.one_mulVec, h]
      module⟩] at k1
    -- the factor `a + g` is triangular with diagonal `g`
    have hB : (lowering (m + 1) + g • 1).BlockTriangular id := by
      intro i j hij
      have hlt : (j : ℕ) < i := hij
      have h1 : (j : ℕ) ≠ i + 1 := by omega
      have h2 : i ≠ j := fun e => by simp [e] at hlt
      simp [lowering, h1, Matrix.one_apply_ne h2]
    have hdet : (lowering (m + 1) + g • 1).det = g ^ (m + 1) := by
      rw [Matrix.det_of_isUpperTriangular hB]
      simp [lowering]
    rw [map_zero, zero_sub, neg_neg, complete_square, Matrix.det_mul, Matrix.det_transpose,
      hdet] at k0
    change _ = (E + g ^ 2) * eval₂ (evalRingHom g) (-(E + g ^ 2)) A.charpoly.divX
    linear_combination k0 - k1

/-- With `m + 1` levels kept, the ground energy `E` satisfies `(E + g²)/g^(2(m+1)) → 1/m!`
as the nonzero field `g` tends to zero. -/
theorem truncation_error (m : ℕ) :
    Tendsto (fun g : ℝ => (groundEnergy (hamiltonian (m + 1) g) + g ^ 2) / g ^ (2 * (m + 1)))
      (𝓝[≠] 0) (𝓝 (1 / (m.factorial : ℝ))) := by
  have hH : ∀ g, (hamiltonian (m + 1) g).IsHermitian := by
    intro g
    rw [Matrix.IsHermitian, Matrix.conjTranspose_eq_transpose_of_trivial]
    simp only [hamiltonian, Matrix.transpose_add, Matrix.diagonal_transpose,
      Matrix.transpose_smul, Matrix.transpose_transpose]
    rw [add_comm (lowering (m + 1))ᵀ (lowering (m + 1))]
  have hup : ∀ g, groundEnergy (hamiltonian (m + 1) g) ≤ 0 := by
    intro g
    have h := (groundEnergy_spec (hH g)).2 0
    have e : hamiltonian (m + 1) g 0 0 = 0 := by simp [hamiltonian, lowering]
    rwa [e] at h
  have hid : Tendsto (fun g : ℝ => g) (𝓝[≠] 0) (𝓝 0) :=
    tendsto_id.mono_left nhdsWithin_le_nhds
  have hlow : Tendsto (fun g : ℝ => -g ^ 2) (𝓝[≠] 0) (𝓝 0) := by
    have c : Continuous fun g : ℝ => -g ^ 2 := by fun_prop
    exact (c.tendsto' 0 0 (by simp)).mono_left nhdsWithin_le_nhds
  -- the ground energy is squeezed between `-g²` and zero
  have hE : Tendsto (fun g => groundEnergy (hamiltonian (m + 1) g)) (𝓝[≠] 0) (𝓝 0) :=
    tendsto_of_tendsto_of_tendsto_of_le_of_le hlow tendsto_const_nhds
      (fun g => neg_sq_le_level (groundEnergy_spec (hH g)).1.1) hup
  obtain ⟨q, hc, h0, hq⟩ := secular_equation m
  have hD : Tendsto (fun g => q (g, groundEnergy (hamiltonian (m + 1) g))) (𝓝[≠] 0)
      (𝓝 (m.factorial : ℝ)) := by
    rw [← h0]
    exact (hc.tendsto (0, 0)).comp (hid.prodMk_nhds hE)
  have hf : (m.factorial : ℝ) ≠ 0 := by positivity
  refine ((tendsto_const_nhds (x := (1 : ℝ))).div hD hf).congr' ?_
  filter_upwards [self_mem_nhdsWithin] with g hg
  have hpow : g ^ (2 * (m + 1)) ≠ 0 := pow_ne_zero _ hg
  have hp := hq g _ (groundEnergy_spec (hH g)).1.1
  have hne : q (g, groundEnergy (hamiltonian (m + 1) g)) ≠ 0 := by
    intro hz
    rw [hz, mul_zero] at hp
    exact hpow hp
  exact (div_eq_div_iff hne hpow).mpr (by rw [one_mul]; exact hp)

/-- As the nonzero field `g` tends to zero, `(E₂ + g²)/g⁴ → 1` for the ground energy of two
levels and `(E₃ + g²)/g⁶ → 1/2` for that of three. -/
theorem two_and_three_levels :
    Tendsto (fun g : ℝ => (groundEnergy (hamiltonian 2 g) + g ^ 2) / g ^ 4)
      (𝓝[≠] 0) (𝓝 1) ∧
    Tendsto (fun g : ℝ => (groundEnergy (hamiltonian 3 g) + g ^ 2) / g ^ 6)
      (𝓝[≠] 0) (𝓝 (1 / 2)) := by
  constructor
  · have h := truncation_error 1
    rw [Nat.factorial_one, Nat.cast_one, div_one] at h
    exact h
  · have h := truncation_error 2
    rw [Nat.factorial_two, Nat.cast_ofNat] at h
    exact h

end

end TruncatedOscillator
```

```lean
#print axioms TruncatedOscillator.two_and_three_levels
-- 'TruncatedOscillator.two_and_three_levels' depends on axioms: [propext, Classical.choice, Quot.sound]
```

## From the matrix identities to the limit

`groundEnergy_spec` uses the spectral theorem to find an eigenvalue and finiteness of the spectrum to attain the infimum. Subtracting the ground energy leaves a positive semidefinite matrix, whose nonnegative diagonal gives the upper bound.

`complete_square` checks aᵀa entry by entry, then expands the product. `neg_sq_le_level` takes the inner product with an eigenvector.

In `secular_equation`, P is the characteristic polynomial of −(H + g²), and `divX` produces Q. The equations `k0` and `k1` evaluate P at zero and at the eigenvalue's root; `linear_combination` subtracts them.

`truncation_error` squeezes E to zero, passes to the limit in q by continuity, and inverts the quotient for nonzero g. `two_and_three_levels` substitutes m = 1 and m = 2.
